# If \(ab-ba=1\), then \(b^j a^k\) shifts the number operator \(ba\) by \(j-k\)

The annihilation operator \(a\) and the creation operator \(b\) are modelled as elements of an arbitrary ring with \(ab-ba=1\), so neither a Hilbert space nor an adjoint is needed. With \(N=ba\) and natural numbers \(j,k\), the relation is \([N,b^ja^k]=(j-k)\,b^ja^k\), where \(j-k\) is an integer and may be negative.

In Lean 4 with Mathlib:

```lean
import Mathlib

open Polynomial

namespace NumberOperatorLadders

section Ring

variable {A : Type*} [Ring A]

/-- The number operator `N = b a`, with `b` the creation and `a` the annihilation operator. -/
def number (a b : A) : A := b * a

/-- A string of ladder operators in arbitrary order: `true` stands for the creation operator `b`,
`false` for the annihilation operator `a`. -/
def ladderWord (a b : A) : List Bool → A
  | [] => 1
  | true :: w => b * ladderWord a b w
  | false :: w => a * ladderWord a b w

/-- If `X` shifts `N` by `p` and `Y` shifts `N` by `q`, then the product `X Y` shifts `N`
by `p + q`. -/
theorem shift_mul {N X Y : A} {p q : ℤ} (hX : N * X - X * N = p • X)
    (hY : N * Y - Y * N = q • Y) :
    N * (X * Y) - X * Y * N = (p + q) • (X * Y) := by
  -- the commutator with `N` obeys the product rule
  calc N * (X * Y) - X * Y * N = (N * X - X * N) * Y + X * (N * Y - Y * N) := by
        noncomm_ring
    _ = (p + q) • (X * Y) := by
        rw [hX, hY, smul_mul_assoc, mul_smul_comm, ← add_smul]

/-- If `X` shifts `N` by `p`, then `X ^ n` shifts `N` by `n p`. -/
theorem shift_pow {N X : A} {p : ℤ} (hX : N * X - X * N = p • X) (n : ℕ) :
    N * X ^ n - X ^ n * N = ((n : ℤ) * p) • X ^ n := by
  induction n with
  | zero => simp
  | succ n ih =>
    rw [pow_succ, shift_mul ih hX]
    congr 1
    push_cast
    ring

/-- If `a b - b a = 1`, the creation operator `b` shifts the number operator by `+1`. -/
theorem number_creation {a b : A} (h : a * b - b * a = 1) :
    number a b * b - b * number a b = (1 : ℤ) • b := by
  unfold number
  calc b * a * b - b * (b * a) = b * (a * b - b * a) := by noncomm_ring
    _ = (1 : ℤ) • b := by rw [h, mul_one, one_smul]

/-- If `a b - b a = 1`, the annihilation operator `a` shifts the number operator by `-1`. -/
theorem number_annihilation {a b : A} (h : a * b - b * a = 1) :
    number a b * a - a * number a b = (-1 : ℤ) • a := by
  unfold number
  calc b * a * a - a * (b * a) = -((a * b - b * a) * a) := by noncomm_ring
    _ = (-1 : ℤ) • a := by rw [h, one_mul, neg_smul, one_smul]

/-- If `a b - b a = 1`, the ladder relation `[N, b^j a^k] = (j - k) b^j a^k` holds. -/
theorem number_commutator {a b : A} (h : a * b - b * a = 1) (j k : ℕ) :
    number a b * (b ^ j * a ^ k) - b ^ j * a ^ k * number a b
      = ((j : ℤ) - (k : ℤ)) • (b ^ j * a ^ k) := by
  rw [shift_mul (shift_pow (number_creation h) j) (shift_pow (number_annihilation h) k)]
  congr 1
  ring

/-- If `a b - b a = 1`, a string of ladder operators in any order shifts `N` by the number of
creation operators minus the number of annihilation operators in it. -/
theorem number_commutator_word {a b : A} (h : a * b - b * a = 1) (w : List Bool) :
    number a b * ladderWord a b w - ladderWord a b w * number a b
      = ((w.count true : ℤ) - (w.count false : ℤ)) • ladderWord a b w := by
  induction w with
  | nil => simp [ladderWord]
  | cons c w ih =>
    cases c with
    | true =>
      have e1 : (true :: w).count true = w.count true + 1 := by simp
      have e2 : (true :: w).count false = w.count false := by simp
      rw [ladderWord, shift_mul (number_creation h) ih, e1, e2]
      congr 1
      push_cast
      ring
    | false =>
      have e1 : (false :: w).count true = w.count true := by simp
      have e2 : (false :: w).count false = w.count false + 1 := by simp
      rw [ladderWord, shift_mul (number_annihilation h) ih, e1, e2]
      congr 1
      push_cast
      ring

end Ring

section States

/-- If `a b - b a = 1` and `N v = m v`, then `b^j a^k v` satisfies the eigenvalue equation of `N`
with eigenvalue `m + j - k`. -/
theorem number_ladder {K V : Type*} [CommRing K] [AddCommGroup V] [Module K V]
    {a b : Module.End K V} (h : a * b - b * a = 1) {m : K} {v : V}
    (hv : number a b v = m • v) (j k : ℕ) :
    number a b ((b ^ j * a ^ k) v) = (m + j - k) • (b ^ j * a ^ k) v := by
  have hT := number_commutator h j k
  generalize b ^ j * a ^ k = T at hT ⊢
  -- apply the operator identity to the state `v`
  have h2 := LinearMap.congr_fun hT v
  simp only [LinearMap.sub_apply, Module.End.mul_apply, LinearMap.smul_apply, hv,
    map_smul] at h2
  rw [← Int.cast_smul_eq_zsmul K] at h2
  push_cast at h2
  linear_combination (norm := module) h2

/-- Selection rule, for `a b - b a = 1`: a non-zero matrix element of `b^j a^k` between a bra `φ` of
number eigenvalue `m'` and a ket `v` of number eigenvalue `m` requires `m' = m + j - k`. -/
theorem selection_rule {K V : Type*} [Field K] [AddCommGroup V] [Module K V]
    {a b : Module.End K V} (h : a * b - b * a = 1) {m m' : K} {v : V} {φ : V →ₗ[K] K}
    (hv : number a b v = m • v) (hφ : ∀ w, φ (number a b w) = m' * φ w) {j k : ℕ}
    (hne : φ ((b ^ j * a ^ k) v) ≠ 0) : m' = m + j - k := by
  have e := hφ ((b ^ j * a ^ k) v)
  rw [number_ladder h hv, map_smul, smul_eq_mul] at e
  exact (mul_right_cancel₀ hne e).symm

end States

section Conservation

variable {A : Type*} [Ring A] [Algebra ℂ A]

private lemma zsmul_cancel {n : ℤ} (hn : n ≠ 0) {x : A} (h : n • x = 0) : x = 0 := by
  rw [← Int.cast_smul_eq_zsmul ℂ] at h
  exact (smul_eq_zero.mp h).resolve_left (Int.cast_ne_zero.mpr hn)

/-- If `a b - b a = 1` in a non-trivial complex algebra, no product `b^j a^k` vanishes. -/
theorem monomial_ne_zero [Nontrivial A] {a b : A} (h : a * b - b * a = 1) (j k : ℕ) :
    b ^ j * a ^ k ≠ 0 := by
  induction j with
  | zero =>
    rw [pow_zero, one_mul]
    induction k with
    | zero => simp
    | succ k ih =>
      intro h0
      have hc := shift_pow (number_annihilation h) k
      unfold number at hc
      -- commuting `a^(k+1)` with `b` leaves `(k+1) a^k`
      refine ih (zsmul_cancel (n := (k : ℤ) + 1) (by omega) ?_)
      calc ((k : ℤ) + 1) • a ^ k = a ^ k - ((k : ℤ) * (-1)) • a ^ k := by module
        _ = a ^ k * (a * b - b * a) - (b * a * a ^ k - a ^ k * (b * a)) := by
            rw [h, mul_one, hc]
        _ = a ^ k * a * b - b * (a * a ^ k) := by
            simp only [mul_sub, mul_assoc]
            abel
        _ = 0 := by
            rw [← pow_succ a k, ← pow_succ' a k, h0]
            simp
  | succ j ih =>
    intro h0
    have hc := shift_pow (number_creation h) j
    unfold number at hc
    -- commuting `a` with `b^(j+1) a^k` leaves `(j+1) b^j a^k`
    refine ih (zsmul_cancel (n := (j : ℤ) + 1) (by omega) ?_)
    calc ((j : ℤ) + 1) • (b ^ j * a ^ k) = (((j : ℤ) * 1) • b ^ j + b ^ j) * a ^ k := by
          rw [add_mul, smul_mul_assoc]
          module
      _ = ((b * a * b ^ j - b ^ j * (b * a)) + (a * b - b * a) * b ^ j) * a ^ k := by
          rw [h, one_mul, hc]
      _ = a * (b * b ^ j * a ^ k) - b ^ j * b * (a * a ^ k) := by
          simp only [add_mul, sub_mul, mul_assoc]
          abel
      _ = a * (b * b ^ j * a ^ k) - b ^ j * b * a ^ k * a := by
          rw [← pow_succ' a k, pow_succ a k, mul_assoc (b ^ j * b) (a ^ k) a]
      _ = 0 := by
          rw [← pow_succ' b j, ← pow_succ b j, h0]
          simp

/-- If `a b - b a = 1` in a non-trivial complex algebra, `b^j a^k` commutes with the number operator
exactly when `j = k`. -/
theorem number_conserving_iff [Nontrivial A] {a b : A} (h : a * b - b * a = 1) (j k : ℕ) :
    number a b * (b ^ j * a ^ k) = b ^ j * a ^ k * number a b ↔ j = k := by
  constructor
  · intro hc
    by_contra hjk
    refine monomial_ne_zero h j k (zsmul_cancel (n := (j : ℤ) - (k : ℤ)) (by omega) ?_)
    rw [← number_commutator h, hc, sub_self]
  · rintro rfl
    have e := number_commutator h j j
    rw [sub_self, zero_smul] at e
    exact sub_eq_zero.mp e

end Conservation

/-- The annihilation operator `d/dX` on complex polynomials. -/
noncomputable def polyA : Module.End ℂ ℂ[X] := derivative

/-- The creation operator on complex polynomials, multiplication by `X`. -/
noncomputable def polyB : Module.End ℂ ℂ[X] := LinearMap.mulLeft ℂ X

/-- On complex polynomials `d/dX` and `X` satisfy the commutation relation, `X^n` is a ket of
number eigenvalue `n`, and taking the `n`-th coefficient is a bra of number eigenvalue `n`. -/
theorem number_ladder_witness :
    polyA * polyB - polyB * polyA = 1 ∧
    (∀ n : ℕ, number polyA polyB (X ^ n) = (n : ℂ) • (X ^ n : ℂ[X])) ∧
    (∀ (n : ℕ) (p : ℂ[X]), (number polyA polyB p).coeff n = (n : ℂ) * p.coeff n) := by
  refine ⟨LinearMap.ext fun p => ?_, fun n => ?_, fun n p => ?_⟩
  · change derivative (X * p) - X * derivative p = p
    rw [derivative_mul, derivative_X]
    ring
  · change X * derivative (X ^ n) = (n : ℂ) • (X ^ n : ℂ[X])
    cases n with
    | zero => simp
    | succ n =>
      rw [derivative_X_pow, smul_eq_C_mul, Nat.add_sub_cancel]
      ring
  · change (X * derivative p).coeff n = (n : ℂ) * p.coeff n
    cases n with
    | zero => simp
    | succ n =>
      rw [coeff_X_mul, coeff_derivative]
      push_cast
      ring

end NumberOperatorLadders
```

```lean
#print axioms NumberOperatorLadders.number_commutator_word
#print axioms NumberOperatorLadders.selection_rule
#print axioms NumberOperatorLadders.number_conserving_iff
```

```
'NumberOperatorLadders.number_commutator_word' depends on axioms: [propext, Quot.sound]
'NumberOperatorLadders.selection_rule' depends on axioms: [propext, Classical.choice, Quot.sound]
'NumberOperatorLadders.number_conserving_iff' depends on axioms: [propext, Classical.choice, Quot.sound]
```

## From one ladder step to any string

Say that \(X\) shifts \(N\) by \(p\) if \([N,X]=pX\). If \(Y\) shifts \(N\) by \(q\), the product rule gives

\[
[N,XY]=[N,X]Y+X[N,Y]=(p+q)XY .
\]

This is `shift_mul`, where `noncomm_ring` checks the product rule. Induction with \(X^{n+1}=X^nX\) then gives \([N,X^n]=np\,X^n\), which is `shift_pow`. The single steps follow from the commutation relation:

\[
[N,b]=bab-bba=b(ab-ba)=b,\qquad
[N,a]=baa-aba=-(ab-ba)a=-a .
\]

So \(b^j\) shifts by \(j\), \(a^k\) by \(-k\), and their product by \(j-k\), as `number_commutator` states. At \(j=k=0\) the monomial is the identity and the shift is zero.

Normal ordering plays no role in the count. In `ladderWord` a list of Booleans encodes an operator string, with `true` for \(b\), `false` for \(a\), and the head of the list as the leftmost factor. Induction on the list shows that the shift is the number of \(b\)'s minus the number of \(a\)'s.

## Kets, bras and the selection rule

For states, \(a\) and \(b\) become linear endomorphisms of a module \(V\) over a commutative ring \(K\). Write \(T=b^ja^k\) and suppose \(Nv=mv\) with \(m\in K\). Then

\[
NTv=TNv+(j-k)Tv=(m+j-k)Tv .
\]

The proof of `number_ladder` does the same: it applies the operator identity to \(v\) with `LinearMap.congr_fun` and rearranges. The conclusion is an equation, and \(Tv\) may be zero. The smallest case is a vacuum with \(av=0\): for \(j=0\), \(k=1\) the equation carries the eigenvalue \(-1\), but it holds for the zero vector, so no state below the vacuum appears.

A bra is a linear functional \(\varphi\) with \(\varphi(Nw)=m'\varphi(w)\) for every \(w\). This condition stands for what self-adjointness of \(N\) supplies in a Hilbert space. Over a field,

\[
m'\varphi(Tv)=\varphi(NTv)=(m+j-k)\varphi(Tv),
\]

and cancelling a non-zero \(\varphi(Tv)\) gives `selection_rule`: \(m'=m+j-k\). For a single bosonic mode with the exact commutation relation, a perturbation term \(b^ja^k\) therefore has zero matrix element between number states whenever \(m'\ne m+j-k\). The converse fails: \(ba\) has zero expectation value in the vacuum, although there \(m'=m+j-k\).

## Which monomials conserve the number

If \(j=k\), the shift is zero and \(b^ja^k\) commutes with \(N\). Conversely, if it commutes, then \((j-k)b^ja^k=0\), and \(j=k\) follows once the monomial is known to be non-zero. That is `monomial_ne_zero`, which rests on two identities:

\[
a^{k+1}b-ba^{k+1}=a^k-[N,a^k]=(k+1)a^k,
\]
\[
a\,b^{j+1}a^k-b^{j+1}a^k\,a=\bigl(b^j+[N,b^j]\bigr)a^k=(j+1)b^ja^k .
\]

If the higher monomial vanished, so would the lower one, and the descent would end at \(1=0\), which is impossible in a non-trivial algebra. Complex scalars allow the division by non-zero integers, done in `zsmul_cancel`.

## A concrete oscillator, and truncated matrices

The hypotheses are met by complex polynomials with \(a=d/dX\) and \(b=X\), since \((Xp)'-Xp'=p\). Here \(N=X\,d/dX\), the ket \(X^n\) has eigenvalue \(n\), and reading off the \(n\)-th coefficient is a bra with eigenvalue \(n\). In the inner product that makes \(b\) the adjoint of \(a\) and the constant polynomial \(1\) a unit vector, \(X^n\) has norm \(\sqrt{n!}\). With \(|n\rangle=X^n/\sqrt{n!}\) the operators take their usual form, \(b|n\rangle=\sqrt{n+1}\,|n+1\rangle\) and, for \(n\ge1\), \(a|n\rangle=\sqrt n\,|n-1\rangle\).

The ladder matrices of a truncated number basis, as used in simulations, don't satisfy the hypothesis: the trace of \(ab-ba\) is zero, while that of the identity is the dimension. The theorems that assume \(ab-ba=1\) therefore don't apply to them directly. The shift relation survives, because \([N,b]=b\) and \([N,a]=-a\) still hold for these matrices. But high enough powers of \(a\) and \(b\) vanish, and a vanishing monomial commutes with \(N\) even when \(j\ne k\).
